# $H=\begin{pmatrix}A&B\\C&D\end{pmatrix}$ leaves the graph of $X$ invariant exactly when $C+DX=X(A+BX)$

## A free particle with two amplitudes

A free Dirac particle moving along $z$ with spin up has one upper and one lower amplitude. With rest energy 3 and momentum times the speed of light equal to 4, in some common unit, its Hamiltonian is

$$H=\begin{pmatrix}3&4\\4&-3\end{pmatrix}.$$

We want an equation for the upper amplitude $v$ alone. Suppose that the lower amplitude is always $x$ times the upper one. Then

$$H\begin{pmatrix}v\\xv\end{pmatrix}=\begin{pmatrix}(3+4x)v\\(4-3x)v\end{pmatrix}.$$

The result has the same ratio of lower to upper amplitude for every $v$ precisely when $4-3x=x(3+4x)$, that is, $2x^2+3x-2=0$. The solutions are $x=\tfrac12$ and $x=-2$.

For $x=\tfrac12$ the upper amplitude obeys a one-component problem with energy $3+4x=5$, which is $\sqrt{3^2+4^2}$. The eigenvector $(1,\tfrac12)$ becomes $(2,1)/\sqrt5$ after normalisation. For $x=-2$ the energy is $-5$. Both solutions decouple the problem exactly, and the equation for $x$ doesn't say which one describes the electron.

## Eliminating the lower components

In general the upper component $v$ and the lower component are vectors, possibly of different lengths, and the ratio $x$ becomes a matrix $X$. The Hamiltonian is

$$H=\begin{pmatrix}A&B\\C&D\end{pmatrix},$$

and the graph of $X$ is the set of all vectors $(v,Xv)$. Three facts hold for complex matrices of any finite size:

- $H$ maps the graph of $X$ into itself if and only if $C+DX=X(A+BX)$, the decoupling equation.
- If $X$ solves this equation, every eigenvalue of $A+BX$ is an eigenvalue of $H$.
- Under the same condition, the characteristic polynomial of $H$ is the product of those of $A+BX$ and $D-XB$.

If $H$ is also Hermitian, $A+BX$ is self-adjoint with respect to the inner product $v^\dagger(1+X^\dagger X)w$, and $-X^\dagger$ decouples the lower components.

This is the algebra behind exact two-component methods in relativistic electronic structure, for a one-electron Hamiltonian written as a matrix in a finite orthonormal basis. Such a calculation must also find $X$ and pick the electronic solution; here $X$ is given.

## Derivation

**Invariance.** Block multiplication gives

$$H\begin{pmatrix}v\\Xv\end{pmatrix}=\begin{pmatrix}(A+BX)v\\(C+DX)v\end{pmatrix}.$$

This vector lies in the graph exactly when its lower part is $X$ times its upper part:

$$(C+DX)v=X(A+BX)v.$$

If this holds for every $v$, it holds for each unit vector $e_j$, so the two matrices agree column by column. Conversely, equal matrices give equal vectors for every $v$.

**Eigenvalues.** Let $X$ solve the decoupling equation. Then $H(v,Xv)=(w,Xw)$ with $w=(A+BX)v$. If $w=\mu v$, then $Xw=\mu Xv$, and so $H(v,Xv)=\mu(v,Xv)$. If instead the full equation holds, its upper part reads $(A+BX)v=\mu v$. When $v\neq0$, the vector $(v,Xv)$ is nonzero too, because $v$ is its upper part. An eigenvector of $A+BX$ therefore gives an eigenvector of $H$ with the same eigenvalue.

**The whole spectrum.** Put

$$T=\begin{pmatrix}1&0\\X&1\end{pmatrix},\qquad T^{-1}=\begin{pmatrix}1&0\\-X&1\end{pmatrix}.$$

Then

$$T^{-1}HT=\begin{pmatrix}A+BX&B\\C+DX-X(A+BX)&D-XB\end{pmatrix}.$$

The lower left block vanishes by the decoupling equation. Similar matrices have the same characteristic polynomial, and that of a block triangular matrix is the product over its diagonal blocks. The eigenvalues of $H$ are thus those of $A+BX$ together with those of $D-XB$, counted with algebraic multiplicity. In the opening example with $x=\tfrac12$ these are $5$ and $-3-2=-5$.

**Hermitian Hamiltonians.** Let $A^\dagger=A$, $D^\dagger=D$ and $C=B^\dagger$. Using the decoupling equation once,

$$(1+X^\dagger X)(A+BX)=A+BX+X^\dagger(B^\dagger+DX)=A+BX+X^\dagger B^\dagger+X^\dagger DX.$$

Taking the adjoint exchanges the two middle terms and leaves the other two alone, so the product is Hermitian. The matrix $1+X^\dagger X$ appears because it gives the inner product of full vectors in terms of their upper parts:

$$(v,Xv)^\dagger(w,Xw)=v^\dagger(1+X^\dagger X)w.$$

A nonzero $(v,Xv)$ is accordingly normalised by dividing by $\sqrt{v^\dagger(1+X^\dagger X)v}$.

**The other components.** The adjoint of the decoupling equation is

$$B+X^\dagger D=AX^\dagger+X^\dagger B^\dagger X^\dagger.$$

Moving two terms across gives

$$B+A(-X^\dagger)=(-X^\dagger)\bigl(D+B^\dagger(-X^\dagger)\bigr),$$

which is the decoupling equation with the roles of upper and lower components exchanged and $-X^\dagger$ in place of $X$. The vectors $(-X^\dagger w,w)$ that it describes are orthogonal to all $(v,Xv)$.

## An instance where $X$ does not commute with $A$

With the Pauli matrices $\sigma_x$ and $\sigma_z$, take $A=\sigma_x$, $B=C=1$, $D=-\sigma_x$ and $X=\sigma_z$. Since $\sigma_x\sigma_z=-\sigma_z\sigma_x$,

$$C+DX=1-\sigma_x\sigma_z=1+\sigma_z\sigma_x=X(A+BX).$$

The reduced Hamiltonian $A+BX=\sigma_x+\sigma_z$ has eigenvalues $\pm\sqrt2$, and so has $D-XB=-(\sigma_x+\sigma_z)$. Each of the two values is therefore a double eigenvalue of $H$. This $X$ decouples the problem, yet it puts one positive and one negative energy into each half. Separating the signs of the energy is a further demand on $X$.

## Reading the Lean statements

The types `m` and `n` label the upper and lower components; `m` is not a mass. Both are finite, and their sizes are independent. A `Matrix n m ℂ` has rows labelled by `n` and columns by `m`, so `X` turns an upper component into a lower one. The full vector has index type `m ⊕ n`, and `fromBlocks A B C D` is $H$.

The function `spinor X v` is $(v,Xv)$, without normalisation. The word "spinor" is used here for any finite numbers of upper and lower components, and the comments call $A+BX$ the reduced Hamiltonian. The set `Set.range (spinor X)` is the graph of $X$.

`Decouples A B C D X` is the decoupling equation. `IsEigenvalue M μ` requires a nonzero vector $v$ with $Mv=\mu v$. The theorem `graph_invariant_iff_decouples` has no hypothesis on the blocks, while the spectral theorems assume a solution `X`. A solution need not exist for a general $H$: with $1\times1$ blocks $A=B=D=0$ and $C=1$, the equation reads $1=0$.

In `metric_mul_isHermitian` and `decouples_exchanged`, Hermiticity of $H$ is expressed by `hA`, `hD` and the lower left block `Bᴴ`, where `ᴴ` is the adjoint. The word "metric" there means the matrix $1+X^\dagger X$ of an inner product, not a spacetime metric.

Finding $X$ and choosing the electronic solution are left to the physicist, and so is the passage from the Dirac differential operator to a finite matrix in an orthonormal basis. The theorems say nothing about the error of that truncation.

## The Lean file

```lean
import Mathlib

open Matrix

namespace ExactTwoComponent

variable {m n : Type*} [Fintype m] [Fintype n]

/-- The spinor `(v, X v)`, whose lower component is obtained from the upper component `v` by the
matrix `X`. -/
def spinor (X : Matrix n m ℂ) (v : m → ℂ) : m ⊕ n → ℂ :=
  Sum.elim v (X *ᵥ v)

/-- The decoupling equation `C + D X = X (A + B X)` for the Hamiltonian with blocks
`A`, `B`, `C`, `D`. -/
def Decouples (A : Matrix m m ℂ) (B : Matrix m n ℂ) (C : Matrix n m ℂ) (D : Matrix n n ℂ)
    (X : Matrix n m ℂ) : Prop :=
  C + D * X = X * (A + B * X)

/-- The number `μ` is an eigenvalue of `M`: some nonzero vector `v` satisfies `M v = μ v`. -/
def IsEigenvalue (M : Matrix m m ℂ) (μ : ℂ) : Prop :=
  ∃ v : m → ℂ, v ≠ 0 ∧ M *ᵥ v = μ • v

variable {A : Matrix m m ℂ} {B : Matrix m n ℂ} {C : Matrix n m ℂ} {D : Matrix n n ℂ}
  {X : Matrix n m ℂ}

/-- The Hamiltonian sends `(v, X v)` to the vector with upper component `(A + B X) v` and lower
component `(C + D X) v`. -/
theorem hamiltonian_mulVec_spinor (v : m → ℂ) :
    fromBlocks A B C D *ᵥ spinor X v =
      Sum.elim ((A + B * X) *ᵥ v) ((C + D * X) *ᵥ v) := by
  simp only [spinor, fromBlocks_mulVec, Sum.elim_comp_inl, Sum.elim_comp_inr,
    add_mulVec, mulVec_mulVec]

/-- If `X` solves the decoupling equation, the Hamiltonian acts on the spinors `(v, X v)` through
the reduced Hamiltonian `A + B X` acting on `v`. -/
theorem hamiltonian_mulVec_of_decouples (h : Decouples A B C D X) (v : m → ℂ) :
    fromBlocks A B C D *ᵥ spinor X v = spinor X ((A + B * X) *ᵥ v) := by
  have h' : C + D * X = X * (A + B * X) := h
  rw [hamiltonian_mulVec_spinor, h', spinor, mulVec_mulVec]

/-- The set of all spinors `(v, X v)` is invariant under the Hamiltonian if and only if
`X` solves the decoupling equation `C + D X = X (A + B X)`. -/
theorem graph_invariant_iff_decouples :
    (∀ ψ ∈ Set.range (spinor X), fromBlocks A B C D *ᵥ ψ ∈ Set.range (spinor X)) ↔
      Decouples A B C D X := by
  classical
  -- matrices with the same action on all vectors are equal
  have key : ∀ M N : Matrix n m ℂ, (∀ v, M *ᵥ v = N *ᵥ v) → M = N := by
    intro M N h
    ext i j
    simpa [Matrix.mulVec_single_one] using congrFun (h (Pi.single j 1)) i
  constructor
  · intro h
    apply key
    intro v
    obtain ⟨w, hw⟩ := h _ ⟨v, rfl⟩
    rw [hamiltonian_mulVec_spinor] at hw
    -- compare the upper and the lower components
    have h1 : w = (A + B * X) *ᵥ v := funext fun i => congrFun hw (Sum.inl i)
    have h2 : X *ᵥ w = (C + D * X) *ᵥ v := funext fun i => congrFun hw (Sum.inr i)
    rw [← h2, h1, mulVec_mulVec]
  · rintro h _ ⟨v, rfl⟩
    exact ⟨(A + B * X) *ᵥ v, (hamiltonian_mulVec_of_decouples h v).symm⟩

/-- If `X` solves the decoupling equation, the full eigenvalue equation for `(v, X v)` is equivalent
to the eigenvalue equation of `A + B X` for `v`, with the same `μ`. -/
theorem eigen_equation_iff (h : Decouples A B C D X) (v : m → ℂ) (μ : ℂ) :
    fromBlocks A B C D *ᵥ spinor X v = μ • spinor X v ↔ (A + B * X) *ᵥ v = μ • v := by
  rw [hamiltonian_mulVec_of_decouples h]
  constructor
  · intro e
    exact funext fun i => congrFun e (Sum.inl i)
  · intro e
    rw [e]
    ext (i | i) <;> simp [spinor, mulVec_smul]

/-- If `X` solves the decoupling equation, every eigenvalue of the reduced Hamiltonian `A + B X` is
an eigenvalue of the full Hamiltonian. -/
theorem eigenvalue_of_two_component (h : Decouples A B C D X) {μ : ℂ}
    (hμ : IsEigenvalue (A + B * X) μ) : IsEigenvalue (fromBlocks A B C D) μ := by
  obtain ⟨v, hv, e⟩ := hμ
  refine ⟨spinor X v, fun h0 => hv ?_, (eigen_equation_iff h v μ).2 e⟩
  exact funext fun i => congrFun h0 (Sum.inl i)

/-- If `X` solves the decoupling equation, the characteristic polynomial of the full
Hamiltonian is the product of those of `A + B X` and `D - X B`. -/
theorem charpoly_factorization [DecidableEq m] [DecidableEq n] (h : Decouples A B C D X) :
    (fromBlocks A B C D).charpoly = (A + B * X).charpoly * (D - X * B).charpoly := by
  -- the change of basis that takes the upper components to the graph of `X`
  let T : (Matrix (m ⊕ n) (m ⊕ n) ℂ)ˣ :=
    ⟨fromBlocks 1 0 X 1, fromBlocks 1 0 (-X) 1,
      by simp [fromBlocks_multiply], by simp [fromBlocks_multiply]⟩
  have hT : fromBlocks A B C D =
      T.val * fromBlocks (A + B * X) B 0 (D - X * B) * T⁻¹.val := by
    change _ = fromBlocks 1 0 X 1 * fromBlocks (A + B * X) B 0 (D - X * B) *
      fromBlocks 1 0 (-X) 1
    rw [fromBlocks_multiply, fromBlocks_multiply, fromBlocks_inj]
    refine ⟨by simp, by simp, ?_, by simp⟩
    simp only [Matrix.one_mul, Matrix.mul_one, Matrix.mul_zero, add_zero,
      add_sub_cancel, Matrix.mul_neg]
    rw [← sub_eq_add_neg]
    exact eq_sub_of_add_eq h
  rw [hT, Matrix.coe_units_inv, charpoly_units_conj, charpoly_fromBlocks_zero₂₁]

/-- For a Hermitian Hamiltonian and a solution `X` of its decoupling equation, the product of the
metric `1 + X† X` with the reduced Hamiltonian `A + B X` is Hermitian. -/
theorem metric_mul_isHermitian [DecidableEq m] (hA : A.IsHermitian) (hD : D.IsHermitian)
    (h : Decouples A B Bᴴ D X) : ((1 + Xᴴ * X) * (A + B * X)).IsHermitian := by
  have h' : Bᴴ + D * X = X * (A + B * X) := h
  -- the product is the Hamiltonian sandwiched between the spinors `(v, X v)`
  have e : (1 + Xᴴ * X) * (A + B * X) = A + B * X + Xᴴ * (Bᴴ + D * X) := by
    rw [h', Matrix.add_mul, Matrix.one_mul, Matrix.mul_assoc]
  rw [e]
  unfold Matrix.IsHermitian
  simp only [conjTranspose_add, conjTranspose_mul, conjTranspose_conjTranspose, hA.eq, hD.eq,
    Matrix.mul_add, Matrix.mul_assoc]
  abel

/-- For a Hermitian Hamiltonian and a solution `X` of its decoupling equation, `-X†` solves
the decoupling equation in which the upper and lower components are exchanged. -/
theorem decouples_exchanged (hA : A.IsHermitian) (hD : D.IsHermitian)
    (h : Decouples A B Bᴴ D X) : Decouples D Bᴴ B A (-Xᴴ) := by
  -- take the adjoint of the decoupling equation
  have h' := congrArg conjTranspose h
  simp only [conjTranspose_add, conjTranspose_mul, conjTranspose_conjTranspose, hA.eq, hD.eq,
    Matrix.add_mul, Matrix.mul_assoc] at h'
  unfold Decouples
  simp only [Matrix.mul_add, Matrix.mul_neg, Matrix.neg_mul, neg_neg]
  linear_combination (norm := module) h'

/-- The Hermitian Hamiltonian with diagonal blocks `σx` and `-σx` and unit off-diagonal
blocks is decoupled by `X = σz`. -/
theorem decouples_witness :
    (!![0, 1; 1, 0] : Matrix (Fin 2) (Fin 2) ℂ).IsHermitian ∧
    (!![0, -1; -1, 0] : Matrix (Fin 2) (Fin 2) ℂ).IsHermitian ∧
    Decouples !![0, 1; 1, 0] 1 (1 : Matrix (Fin 2) (Fin 2) ℂ)ᴴ !![0, -1; -1, 0]
      !![1, 0; 0, -1] := by
  refine ⟨?_, ?_, ?_⟩
  · ext i j
    fin_cases i <;> fin_cases j <;> simp
  · ext i j
    fin_cases i <;> fin_cases j <;> simp
  · unfold Decouples
    rw [conjTranspose_one, Matrix.one_mul]
    ext i j
    fin_cases i <;> fin_cases j <;> simp [Matrix.mul_apply, Fin.sum_univ_succ]

end ExactTwoComponent
```

```lean
#print axioms ExactTwoComponent.graph_invariant_iff_decouples
#print axioms ExactTwoComponent.eigenvalue_of_two_component
#print axioms ExactTwoComponent.metric_mul_isHermitian
#print axioms ExactTwoComponent.decouples_exchanged
```

```
'ExactTwoComponent.graph_invariant_iff_decouples' depends on axioms: [propext, Classical.choice, Quot.sound]
'ExactTwoComponent.eigenvalue_of_two_component' depends on axioms: [propext, Classical.choice, Quot.sound]
'ExactTwoComponent.metric_mul_isHermitian' depends on axioms: [propext, Classical.choice, Quot.sound]
'ExactTwoComponent.decouples_exchanged' depends on axioms: [propext, Classical.choice, Quot.sound]
```

## The proof, lemma by lemma

`hamiltonian_mulVec_spinor` is the block multiplication that opens the derivation. The simplifier splits the product into upper and lower parts, writes $B(Xv)$ as $(BX)v$ and $D(Xv)$ as $(DX)v$, and expands the sums on the right to match. `hamiltonian_mulVec_of_decouples` then replaces $C+DX$ by $X(A+BX)$ and recognises the result as the spinor with upper component $(A+BX)v$.

In `graph_invariant_iff_decouples`, the auxiliary statement `key` says that matrices with the same action on all vectors are equal. It applies them to `Pi.single j 1`, the unit vector $e_j$, and reads off an entry. For the forward direction, invariance supplies some `w` with $(w,Xw)=H(v,Xv)$. The upper part, `h1`, identifies `w` as $(A+BX)v$, and the lower part, `h2`, gives $Xw=(C+DX)v$. Combining them yields the equality that `key` needs. The reverse direction presents $(A+BX)v$ as the upper component of the image.

`eigen_equation_iff` rewrites the left side with `hamiltonian_mulVec_of_decouples`. One direction reads the upper components; the other substitutes the small eigenvalue equation and uses linearity of $X$. `eigenvalue_of_two_component` adds that $(v,Xv)=0$ would force $v=0$.

For `charpoly_factorization`, `T` is given together with its inverse, as an invertible matrix. The statement `hT` is the similarity written as $H=TKT^{-1}$, with $K$ the block triangular matrix. It is checked block by block. Three blocks are identities for any $X$; the lower left one requires $C=X(A+BX)-DX$, which `eq_sub_of_add_eq` obtains from the decoupling equation. Two Mathlib lemmas then give invariance under conjugation and the product formula for block triangular matrices.

In `metric_mul_isHermitian`, the equation `e` is the first equality of the Hermitian calculation above. After the adjoint has been expanded, `abel` matches the reordered sum. `decouples_exchanged` applies the adjoint to both sides of the hypothesis, expands, and lets `linear_combination` move the terms across. Finally, `decouples_witness` checks the Pauli-matrix instance entry by entry, including the Hermiticity of both diagonal blocks.
